# The metric tensor fixes a cell up to a unique orthogonal map

The same crystal cell turned in space has different Cartesian cell vectors, so comparing coordinates misjudges equal cells as different, while a table of lengths and angles forgets the orientation and might, for all one knows in advance, forget part of the shape too. For a non-degenerate cell it forgets only the handedness besides: the scalar products of the cell vectors determine the cell up to exactly one orthogonal map, which is either a proper rotation or one combined with a reflection.

```lean
import Mathlib

open Matrix

namespace CellMetric

noncomputable section

variable {n : Type*} [Fintype n]

/-- The `i`-th cell vector in Cartesian coordinates: the `i`-th column of the cell matrix. -/
def cellVector (A : Matrix n n ℝ) (i : n) : n → ℝ := fun k => A k i

/-- The metric tensor `G = Aᵀ A` of the cell `A`. -/
def metric (A : Matrix n n ℝ) : Matrix n n ℝ := Aᵀ * A

/-- The lattice vector with integer indices `m`, in Cartesian coordinates. -/
def latticeVector (A : Matrix n n ℝ) (m : n → ℤ) : n → ℝ := A *ᵥ fun i => (m i : ℝ)

/-- The entries of the metric tensor are the scalar products of the cell vectors. -/
theorem metric_apply (A : Matrix n n ℝ) (i j : n) :
    metric A i j = cellVector A i ⬝ᵥ cellVector A j := by
  simp [metric, cellVector, Matrix.mul_apply, dotProduct]

/-- The Cartesian scalar product of two vectors with fractional coordinates `x` and `y`
is `x · G y`. -/
theorem dot_eq_metric (A : Matrix n n ℝ) (x y : n → ℝ) :
    (A *ᵥ x) ⬝ᵥ (A *ᵥ y) = x ⬝ᵥ (metric A *ᵥ y) := by
  unfold metric
  rw [← Matrix.mulVec_mulVec, Matrix.dotProduct_mulVec x Aᵀ, Matrix.vecMul_transpose]

variable [DecidableEq n]

/-- `Q` is an orthogonal matrix: `Qᵀ Q = 1`. -/
def IsOrthogonalMap (Q : Matrix n n ℝ) : Prop := Qᵀ * Q = 1

/-- The alignment matrix `A' A⁻¹` of the cell `A'` relative to the cell `A`. -/
def alignment (A A' : Matrix n n ℝ) : Matrix n n ℝ := A' * A⁻¹

/-- Two cells have the same metric tensor exactly when lattice vectors with equal integer
indices always have equal squared lengths. -/
theorem metric_eq_iff_lengths (A A' : Matrix n n ℝ) :
    metric A = metric A' ↔
      ∀ m : n → ℤ, latticeVector A m ⬝ᵥ latticeVector A m
        = latticeVector A' m ⬝ᵥ latticeVector A' m := by
  constructor
  · intro h m
    unfold latticeVector
    rw [dot_eq_metric A, dot_eq_metric A', h]
  · intro h
    have hsingle : ∀ (B : Matrix n n ℝ) (i : n),
        latticeVector B (Pi.single i 1 : n → ℤ) = cellVector B i := by
      intro B i
      funext k
      show ∑ j, B k j * (((Pi.single i 1 : n → ℤ) j : ℤ) : ℝ) = B k i
      rw [Finset.sum_eq_single i]
      · simp
      · intro j _ hj
        simp [hj]
      · intro hi
        exact absurd (Finset.mem_univ i) hi
    have hadd : ∀ (B : Matrix n n ℝ) (m m' : n → ℤ),
        latticeVector B (m + m') = latticeVector B m + latticeVector B m' := by
      intro B m m'
      have hv : (fun i => (((m + m') i : ℤ) : ℝ))
          = ((fun i => (m i : ℝ)) + (fun i => (m' i : ℝ)) : n → ℝ) := by
        funext k
        simp
      unfold latticeVector
      rw [hv, Matrix.mulVec_add]
    ext i j
    -- polarisation: the lengths of a_i, a_j and a_i + a_j fix a_i · a_j
    have hi := h (Pi.single i 1 : n → ℤ)
    have hj := h (Pi.single j 1 : n → ℤ)
    have hij := h ((Pi.single i 1 : n → ℤ) + (Pi.single j 1 : n → ℤ))
    simp only [hadd, hsingle, add_dotProduct, dotProduct_add] at hi hj hij
    have c1 := dotProduct_comm (cellVector A j) (cellVector A i)
    have c2 := dotProduct_comm (cellVector A' j) (cellVector A' i)
    rw [metric_apply A, metric_apply A']
    linarith

/-- The square root of the determinant of the metric tensor is the cell volume `|det A|`. -/
theorem sqrt_det_metric (A : Matrix n n ℝ) : Real.sqrt (metric A).det = |A.det| := by
  unfold metric
  rw [Matrix.det_mul, Matrix.det_transpose, Real.sqrt_mul_self_eq_abs]

/-- Applying an orthogonal matrix to all cell vectors leaves the metric tensor unchanged. -/
theorem metric_orthogonal_mul {Q : Matrix n n ℝ} (hQ : IsOrthogonalMap Q) (A : Matrix n n ℝ) :
    metric (Q * A) = metric A := by
  have h : Qᵀ * Q = 1 := hQ
  unfold metric
  calc (Q * A)ᵀ * (Q * A) = Aᵀ * (Qᵀ * Q) * A := by
        rw [Matrix.transpose_mul]; simp only [Matrix.mul_assoc]
    _ = Aᵀ * A := by rw [h, Matrix.mul_one]

/-- If `A` is invertible and `A'` has the same metric tensor, the alignment matrix
`A' A⁻¹` is orthogonal. -/
theorem alignment_orthogonal {A A' : Matrix n n ℝ} (hA : IsUnit A.det)
    (h : metric A = metric A') : IsOrthogonalMap (alignment A A') := by
  have h' : Aᵀ * A = A'ᵀ * A' := h
  unfold IsOrthogonalMap alignment
  calc (A' * A⁻¹)ᵀ * (A' * A⁻¹) = (A⁻¹)ᵀ * (A'ᵀ * A') * A⁻¹ := by
        rw [Matrix.transpose_mul]; simp only [Matrix.mul_assoc]
    -- the only place where the equality of metrics enters
    _ = (A⁻¹)ᵀ * (Aᵀ * A) * A⁻¹ := by rw [h']
    _ = (A * A⁻¹)ᵀ * (A * A⁻¹) := by
        rw [Matrix.transpose_mul]; simp only [Matrix.mul_assoc]
    _ = 1 := by
        rw [Matrix.mul_nonsing_inv A hA, Matrix.transpose_one, Matrix.mul_one]

/-- For an invertible cell `A`, the cell `A'` has the same metric tensor exactly when
`A' = Q A` for an orthogonal `Q`; and any `Q` with `A' = Q A` equals `A' A⁻¹`. -/
theorem metric_eq_iff_isometric (A A' : Matrix n n ℝ) (hA : IsUnit A.det) :
    (metric A = metric A' ↔ ∃ Q, IsOrthogonalMap Q ∧ A' = Q * A) ∧
      ∀ Q, A' = Q * A → Q = alignment A A' := by
  refine ⟨⟨fun h => ⟨alignment A A', alignment_orthogonal hA h, ?_⟩, ?_⟩, ?_⟩
  · unfold alignment
    rw [Matrix.mul_assoc, Matrix.nonsing_inv_mul A hA, Matrix.mul_one]
  · rintro ⟨Q, hQ, hAQ⟩
    rw [hAQ]
    exact (metric_orthogonal_mul hQ A).symm
  · -- uniqueness: multiply by A⁻¹ from the right
    intro Q hQ
    unfold alignment
    rw [hQ, Matrix.mul_assoc, Matrix.mul_nonsing_inv A hA, Matrix.mul_one]

/-- For an invertible cell `A`, `A' = Q A` with a proper rotation `Q` (orthogonal with
determinant one) exactly when the metric tensors and the signed volumes agree. -/
theorem rotation_iff_metric_and_det (A A' : Matrix n n ℝ) (hA : IsUnit A.det) :
    (∃ Q, IsOrthogonalMap Q ∧ Q.det = 1 ∧ A' = Q * A) ↔
      metric A = metric A' ∧ A'.det = A.det := by
  constructor
  · rintro ⟨Q, hQ, hdet, hAQ⟩
    rw [hAQ]
    refine ⟨(metric_orthogonal_mul hQ A).symm, ?_⟩
    rw [Matrix.det_mul, hdet, one_mul]
  · rintro ⟨h, hdet⟩
    obtain ⟨Q, hQ, hAQ⟩ := (metric_eq_iff_isometric A A' hA).1.mp h
    refine ⟨Q, hQ, ?_, hAQ⟩
    -- det Q · det A = det A, and det A cancels
    have h1 : Q.det * A.det = 1 * A.det := by
      rw [← Matrix.det_mul, ← hAQ, hdet, one_mul]
    exact mul_right_cancel₀ hA.ne_zero h1

/-- For an invertible cell `A`, an operation `W` on fractional coordinates satisfies
`Wᵀ G W = G` exactly when `A W = Q A` for an orthogonal Cartesian matrix `Q`. -/
theorem preserves_metric_iff (A W : Matrix n n ℝ) (hA : IsUnit A.det) :
    Wᵀ * metric A * W = metric A ↔ ∃ Q, IsOrthogonalMap Q ∧ A * W = Q * A := by
  have hW : metric (A * W) = Wᵀ * metric A * W := by
    unfold metric
    rw [Matrix.transpose_mul]
    simp only [Matrix.mul_assoc]
  have key := (metric_eq_iff_isometric A (A * W) hA).1
  rw [hW] at key
  exact Iff.trans eq_comm key

/-- A plane oblique cell with cell vectors `(5, 0)` and `(5, 10)`. -/
def obliqueCell : Matrix (Fin 2) (Fin 2) ℝ := !![5, 5; 0, 10]

/-- A plane cell with cell vectors `(3, 4)` and `(-5, 10)`. -/
def turnedCell : Matrix (Fin 2) (Fin 2) ℝ := !![3, -5; 4, 10]

/-- The plane rotation with cosine `3/5` and sine `4/5`. -/
def rotation345 : Matrix (Fin 2) (Fin 2) ℝ := !![3 / 5, -4 / 5; 4 / 5, 3 / 5]

/-- The oblique cell is invertible, shares its metric tensor with the turned cell, and is
carried onto it by the orthogonal matrix `rotation345`. -/
theorem metric_eq_iff_isometric_witness :
    IsUnit obliqueCell.det ∧ metric obliqueCell = metric turnedCell ∧
      IsOrthogonalMap rotation345 ∧ turnedCell = rotation345 * obliqueCell := by
  have hQ : IsOrthogonalMap rotation345 := by
    unfold IsOrthogonalMap
    ext i j
    fin_cases i <;> fin_cases j <;>
      simp [rotation345, Matrix.mul_apply, Fin.sum_univ_two] <;> norm_num
  have hA : turnedCell = rotation345 * obliqueCell := by
    ext i j
    fin_cases i <;> fin_cases j <;>
      simp [turnedCell, rotation345, obliqueCell, Matrix.mul_apply, Fin.sum_univ_two] <;>
      norm_num
  refine ⟨?_, ?_, hQ, hA⟩
  · apply isUnit_iff_ne_zero.mpr
    unfold obliqueCell
    rw [Matrix.det_fin_two_of]
    norm_num
  · rw [hA]
    exact (metric_orthogonal_mul hQ obliqueCell).symm

/-- A degenerate plane cell with cell vectors `(1, 0)` and `(0, 0)`. -/
def flatCell : Matrix (Fin 2) (Fin 2) ℝ := !![1, 0; 0, 0]

/-- The mirror that reverses the second Cartesian axis. -/
def mirror : Matrix (Fin 2) (Fin 2) ℝ := !![1, 0; 0, -1]

/-- The degenerate cell has zero determinant and is mapped to itself by the mirror, an
orthogonal matrix different from the identity. -/
theorem singular_cell_not_unique :
    flatCell.det = 0 ∧ IsOrthogonalMap mirror ∧ flatCell = mirror * flatCell ∧ mirror ≠ 1 := by
  refine ⟨?_, ?_, ?_, ?_⟩
  · unfold flatCell
    rw [Matrix.det_fin_two_of]
    norm_num
  · unfold IsOrthogonalMap
    ext i j
    fin_cases i <;> fin_cases j <;> simp [mirror, Matrix.mul_apply, Fin.sum_univ_two]
  · ext i j
    fin_cases i <;> fin_cases j <;> simp [mirror, flatCell, Matrix.mul_apply, Fin.sum_univ_two]
  · intro h
    -- the determinants are -1 and 1
    have hd := congrArg Matrix.det h
    unfold mirror at hd
    rw [Matrix.det_fin_two_of, Matrix.det_one] at hd
    norm_num at hd

end

end CellMetric
```

```lean
#print axioms CellMetric.metric_orthogonal_mul
#print axioms CellMetric.rotation_iff_metric_and_det
#print axioms CellMetric.preserves_metric_iff
#print axioms CellMetric.singular_cell_not_unique
```

```
'CellMetric.metric_orthogonal_mul' depends on axioms: [propext, Classical.choice, Quot.sound]
'CellMetric.rotation_iff_metric_and_det' depends on axioms: [propext, Classical.choice, Quot.sound]
'CellMetric.preserves_metric_iff' depends on axioms: [propext, Classical.choice, Quot.sound]
'CellMetric.singular_cell_not_unique' depends on axioms: [propext, Classical.choice, Quot.sound]
```

## What the statements say

The finite type `n` labels both the Cartesian axes and the cell vectors, so a cell has as many vectors as space has dimensions. A cell is a real square matrix A, and `cellVector A i` is its i-th column aᵢ, with Cartesian components (aᵢ)ₖ = Aₖᵢ. The axes are orthonormal: `⬝ᵥ` is the plain sum u·v = Σₖ uₖvₖ. A real vector x of fractional coordinates describes the Cartesian point Ax = Σᵢ xᵢaᵢ, written `A *ᵥ x`, and `latticeVector A m` is the case of an integer vector m. The definition `metric A` is the metric tensor

G(A) = AᵀA.

`IsOrthogonalMap Q` means QᵀQ = 1, with 1 the identity matrix; rotations and reflections both qualify. For a second cell A′, `alignment A A'` is the matrix A′A⁻¹. The hypothesis `IsUnit A.det` says det A ≠ 0, that is, the cell vectors of A are linearly independent.

The main theorem `metric_eq_iff_isometric` assumes det A ≠ 0 and nothing about A′, and it has two parts. First, G(A) = G(A′) holds if and only if A′ = QA for some orthogonal Q. Second, every matrix Q with A′ = QA, orthogonal or not, equals A′A⁻¹. Since the i-th column of QA is Qaᵢ, the equation A′ = QA says that one map Q carries each aᵢ to a′ᵢ.

Four further theorems surround it. For arbitrary cells, `metric_eq_iff_lengths` says that G(A) = G(A′) if and only if |Am|² = |A′m|² for every integer vector m, and `sqrt_det_metric` gives √det G(A) = |det A|, the cell volume. For det A ≠ 0, `rotation_iff_metric_and_det` says that A′ = QA with Q orthogonal and det Q = 1 if and only if G(A) = G(A′) and det A′ = det A. Under the same hypothesis `preserves_metric_iff` says that a real matrix W acting on fractional coordinates obeys WᵀG(A)W = G(A) if and only if AW = QA for some orthogonal Q.

## The physics it encodes

The diagonal entries of G are the squared cell lengths, and each off-diagonal entry is a product of two lengths and the cosine of the angle between the vectors, so G carries the cell parameters without the orientation. In a periodic electronic-structure or molecular-dynamics calculation the squared distance between the points with fractional coordinates x and y is (x − y)·G(x − y), and the periodic images of a site are reached by adding integer vectors to its coordinates, so two cells with equal G and equal fractional positions give the same distances; the result covers this geometry only, for a fixed choice of cell vectors, with no Hamiltonian or external field in the model. Equal metrics allow the mirror image, and the sign of det A is the extra datum that separates a turned cell from a reflected one.

The comparison is between cells with vectors matched index by index, not between lattices. Two different bases of one lattice generally have different metrics, and the question whether A and A′ generate congruent lattices after an integer change of basis is not treated. The maps Q are linear and fix the origin, so translations are absent. The matrix W is real: `preserves_metric_iff` identifies the metric-preserving operations with Cartesian isometries, but it neither requires integer entries nor limits the order of a rotation, so it stops short of the crystallographic restriction.

## Why it is true

The entries of G are scalar products,

Gᵢⱼ = Σₖ Aₖᵢ Aₖⱼ = aᵢ·aⱼ,

which is `metric_apply`, obtained by unfolding the matrix product. For fractional vectors x and y,

(Ax)·(Ay) = x·Aᵀ(Ay) = x·Gy.

In `dot_eq_metric` the rewrites run from the right: `Matrix.mulVec_mulVec` splits (AᵀA)y into Aᵀ(Ay), and `Matrix.dotProduct_mulVec` with `Matrix.vecMul_transpose` moves Aᵀ across the product, where it turns x into Ax.

Suppose A′ = QA with QᵀQ = 1. Then

G(QA) = (QA)ᵀ(QA) = Aᵀ(QᵀQ)A = AᵀA = G(A).

The two lines of the `calc` block in `metric_orthogonal_mul` are the second and third equalities, and A need not be invertible.

Conversely, suppose G(A) = G(A′) and det A ≠ 0, and set Q = A′A⁻¹. Then

QᵀQ = (A⁻¹)ᵀ(A′ᵀA′)A⁻¹ = (A⁻¹)ᵀ(AᵀA)A⁻¹ = (AA⁻¹)ᵀ(AA⁻¹) = 1.

These four equalities are the four steps of `alignment_orthogonal`. Equality of the metrics enters in the second as `h'`, and invertibility in the last through `Matrix.mul_nonsing_inv`. The same Q does the required job, because

QA = A′(A⁻¹A) = A′.

For uniqueness, multiply A′ = QA from the right by A⁻¹:

A′A⁻¹ = Q(AA⁻¹) = Q.

The `refine` in `metric_eq_iff_isometric` offers `alignment A A'` as the orthogonal matrix and leaves three goals: QA = A′, the direction from Q to equal metrics, and uniqueness.

For the statement on lengths, equal metrics give |Am|² = m·Gm = |A′m|² by `dot_eq_metric`. In the other direction let eᵢ be the integer vector with 1 in place i and 0 elsewhere, `Pi.single i 1`. Then Aeᵢ = aᵢ (`hsingle`) and A(m + m′) = Am + Am′ for integer vectors m and m′ (`hadd`), so

|aᵢ + aⱼ|² = |aᵢ|² + |aⱼ|² + 2aᵢ·aⱼ.

The hypothesis at eᵢ, eⱼ and eᵢ + eⱼ (`hi`, `hj`, `hij`) equates the three squared lengths in the two cells, and so aᵢ·aⱼ = a′ᵢ·a′ⱼ, also for i = j. After `c1` and `c2` supply the symmetry of the scalar product, `linarith` solves this linear relation.

The volume formula is det G = det Aᵀ · det A = (det A)², whose non-negative root is |det A|. For proper rotations, det Q = 1 gives det A′ = det Q · det A = det A. Conversely the main theorem supplies an orthogonal Q, and

det Q · det A = det A′ = det A,

which is `h1`; `mul_right_cancel₀` cancels det A ≠ 0 and leaves det Q = 1. Finally,

G(AW) = WᵀAᵀAW = WᵀG(A)W

is `hW`, and the main theorem with A′ = AW gives `preserves_metric_iff`.

## A plane example

With `Fin 2` the indices are 0 and 1; matrices are written row by row. Take A = `obliqueCell` with a₀ = (5, 0), a₁ = (5, 10), and A′ = `turnedCell` with a′₀ = (3, 4), a′₁ = (−5, 10). The scalar products are

a₀·a₀ = 25, a₀·a₁ = 25, a₁·a₁ = 125,

a′₀·a′₀ = 9 + 16 = 25, a′₀·a′₁ = −15 + 40 = 25, a′₁·a′₁ = 25 + 100 = 125,

so both metrics are G = [25, 25; 25, 125]. Here det G = 3125 − 625 = 2500 with root 50, and det A = 50 = det A′. From A⁻¹ = [1/5, −1/10; 0, 1/10],

A′A⁻¹ = [3/5, −3/10 − 1/2; 4/5, −2/5 + 1] = [3/5, −4/5; 4/5, 3/5],

which is `rotation345`, with determinant 9/25 + 16/25 = 1. For m = (1, 1) the lattice vectors are (10, 10) and (−2, 14), both of squared length 200, and (200 − 25 − 125)/2 = 25 recovers G₀₁. The theorem `metric_eq_iff_isometric_witness` states that det A ≠ 0, that the metrics agree, that `rotation345` is orthogonal and that it carries A to A′; the proof checks the matrix identities entry by entry and takes equality of the metrics from `metric_orthogonal_mul`. The other numbers in this example are arithmetic on paper and were not submitted to Lean.

Reversing the second axis, the matrix `mirror`, sends a₀ to a₀ and a₁ to (5, −10) = 2a₀ − a₁. The reflected cell has the same metric and determinant −50, so no proper rotation carries A onto it. In fractional coordinates this reflection is W = [1, 2; 0, −1], and WᵀGW = G. The vectors (5, 0) and a₁ − a₀ = (0, 10) generate the same lattice as A with metric [25, 0; 0, 100], an instance of the dependence on the basis.

Uniqueness fails for a degenerate cell. In `singular_cell_not_unique`, `flatCell` has vectors (1, 0) and (0, 0) and zero determinant, and `mirror` is orthogonal, leaves it fixed and differs from the identity, as their determinants −1 and 1 show. Two orthogonal matrices thus carry this cell to itself, since its vectors do not probe the second axis. Whether some orthogonal Q exists for singular cells of equal metric is left untouched by these theorems.
